# Laguerre eigenpolynomials with different eigenvalues are orthogonal under the weight x^a e^(−x), a = 0, 1, 2, …

**Q:** Take the polynomials 1 and x − (a+1). With the radial weight x^a e^(−x) on the half-line, their overlap is

∫₀^∞ (x − (a+1)) x^a e^(−x) dx = (a+1)! − (a+1)·a! = 0.

Is this cancellation special to the lowest pair?

**A:** No, the same factorial recursion serves every degree. Write I(p) for the integral of p(x) x^a e^(−x) over x > 0, so that I(X^k) = (k+a)!. For r = X^k,

X r' + (a+1−X) r = (k+a+1) X^k − X^(k+1),

and I of the right side is (k+a+1)(k+a)! − (k+a+1)! = 0. By linearity, I(X r' + (a+1−X) r) = 0 for every polynomial r. In the integral, this is the vanishing boundary term of x^(a+1) e^(−x) r(x).

**Q:** Where does the differential equation enter?

**A:** Let D p = X p'' + (a+1−X) p', and put r = q p'. Since r' = q' p' + q p'',

X r' + (a+1−X) r = q·Dp + X p' q',

I(q·Dp) = −I(X p' q').

The right side is unchanged when p and q are exchanged, so I(q·Dp) = I(p·Dq). If Dp = μp and Dq = νq, then (μ − ν) I(pq) = 0, and μ ≠ ν gives I(pq) = 0.

**Q:** In practice I know degrees, not eigenvalues.

**A:** The degree fixes the eigenvalue. With p_n the coefficient of X^n in p, the coefficient of X^n in Dp is

(n+1)(n+a+1) p_(n+1) − n p_n.

At n = deg p the first term vanishes, so μ p_n = −n p_n and μ = −n. This is the textbook equation x y'' + (a+1−x) y' + n y = 0.

**Q:** Now the formal version. What are its objects?

**A:** `ℝ[X]` is the space of real polynomials, and `a : ℕ` is the textbook's upper index α, restricted to natural numbers. The half-integer values needed for the three-dimensional oscillator are therefore excluded. `laguerreFunctional a` is I, and `laguerreOp a` is D.

In Lean 4 with Mathlib:

```lean
import Mathlib

open Polynomial
open scoped Nat

namespace LaguerreOrthogonality

noncomputable section

/-- The linear functional on real polynomials whose value on `X ^ k` is `(k + a)!`. -/
def laguerreFunctional (a : ℕ) : ℝ[X] →ₗ[ℝ] ℝ :=
  (Polynomial.basisMonomials ℝ).constr ℝ (fun k : ℕ => ((k + a)! : ℝ))

/-- The Laguerre differential operator `D p = X p'' + (a + 1 - X) p'`. -/
def laguerreOp (a : ℕ) (p : ℝ[X]) : ℝ[X] :=
  X * derivative (derivative p) + (C ((a : ℝ) + 1) - X) * derivative p
```

**Q:** That functional is a list of factorials. I see no integral.

**A:** It is fixed by its values on the monomial basis, which the first theorem below reads back. The second proves that the weighted integral converges for every polynomial and equals I. `Set.Ioi 0` is the half-line x > 0.

```lean
/-- The moments of the functional are factorials: `I(X ^ k) = (k + a)!`. -/
theorem functional_X_pow (a k : ℕ) :
    laguerreFunctional a (X ^ k) = ((k + a)! : ℝ) := by
  have h := (Polynomial.basisMonomials ℝ).constr_basis ℝ
    (fun k : ℕ => ((k + a)! : ℝ)) k
  rw [Polynomial.coe_basisMonomials] at h
  rw [X_pow_eq_monomial]
  exact h

/-- For every polynomial `p` the integral of `p(x) x ^ a exp(-x)` over the positive half-line
converges, and the functional is equal to it. -/
theorem functional_eq_integral (a : ℕ) (p : ℝ[X]) :
    MeasureTheory.IntegrableOn
      (fun x : ℝ => p.eval x * (x ^ a * Real.exp (-x))) (Set.Ioi 0) ∧
    laguerreFunctional a p =
      ∫ x in Set.Ioi (0 : ℝ), p.eval x * (x ^ a * Real.exp (-x)) := by
  induction p using Polynomial.induction_on' with
  | add p q hp hq =>
    have e : (fun x : ℝ => (p + q).eval x * (x ^ a * Real.exp (-x))) =
        fun x => p.eval x * (x ^ a * Real.exp (-x)) +
          q.eval x * (x ^ a * Real.exp (-x)) := by
      funext x
      rw [eval_add, add_mul]
    rw [e, map_add, hp.2, hq.2]
    exact ⟨MeasureTheory.Integrable.add hp.1 hq.1,
      (MeasureTheory.integral_add hp.1 hq.1).symm⟩
  | monomial k c =>
    -- on a monomial this is Euler's integral for the Gamma function
    have hs : (0 : ℝ) < ((k + a : ℕ) : ℝ) + 1 := by positivity
    have e : Set.EqOn
        (fun x : ℝ => c * (Real.exp (-x) * x ^ (((k + a : ℕ) : ℝ) + 1 - 1)))
        (fun x : ℝ => (monomial k c).eval x * (x ^ a * Real.exp (-x))) (Set.Ioi 0) := by
      intro x _
      simp only [eval_monomial, add_sub_cancel_right, Real.rpow_natCast, pow_add]
      ring
    have h1 : MeasureTheory.IntegrableOn
        (fun x : ℝ => c * (Real.exp (-x) * x ^ (((k + a : ℕ) : ℝ) + 1 - 1)))
        (Set.Ioi 0) :=
      MeasureTheory.Integrable.const_mul (Real.GammaIntegral_convergent hs) c
    have hI : laguerreFunctional a (monomial k c) = c * ((k + a)! : ℝ) := by
      rw [← C_mul_X_pow_eq_monomial, ← smul_eq_C_mul, map_smul, functional_X_pow,
        smul_eq_mul]
    refine ⟨h1.congr_fun e measurableSet_Ioi, ?_⟩
    rw [hI, ← MeasureTheory.setIntegral_congr_fun measurableSet_Ioi e,
      MeasureTheory.integral_const_mul, ← Real.Gamma_eq_integral hs,
      Real.Gamma_nat_eq_factorial]
```

**Q:** How does one argument reach all polynomials?

**A:** Through `Polynomial.induction_on'`. It asks for two cases: the claim survives addition, and it holds for each monomial cX^k. The coefficient c is already in the monomial, so scalars need no case of their own. Above, convergence and equality are proved together because adding two integrals requires both to converge; the monomial case is Euler's Gamma integral. Below, the monomial case is the factorial cancellation.

```lean
/-- The boundary term vanishes: `I(X r' + (a + 1 - X) r) = 0` for every polynomial `r`. -/
theorem functional_boundary (a : ℕ) (r : ℝ[X]) :
    laguerreFunctional a (X * derivative r + (C ((a : ℝ) + 1) - X) * r) = 0 := by
  induction r using Polynomial.induction_on' with
  | add p q hp hq =>
    have e : X * derivative (p + q) + (C ((a : ℝ) + 1) - X) * (p + q) =
        (X * derivative p + (C ((a : ℝ) + 1) - X) * p) +
        (X * derivative q + (C ((a : ℝ) + 1) - X) * q) := by
      rw [derivative_add]
      ring
    rw [e, map_add, hp, hq, add_zero]
  | monomial k c =>
    have e : X * derivative (monomial k c) + (C ((a : ℝ) + 1) - X) * monomial k c =
        (c * ((k : ℝ) + a + 1)) • (X : ℝ[X]) ^ k - c • (X : ℝ[X]) ^ (k + 1) := by
      rw [← C_mul_X_pow_eq_monomial]
      rcases k with _ | k
      · simp only [derivative_C_mul, pow_zero, derivative_one, smul_eq_C_mul, map_mul,
          map_add, map_natCast, map_one, Nat.cast_zero, map_zero]
        ring
      · simp only [derivative_C_mul, derivative_X_pow, smul_eq_C_mul, map_mul, map_add,
          map_natCast, map_one, Nat.cast_add, Nat.cast_one, Nat.add_sub_cancel]
        ring
    -- the two moments cancel by the recursion of the factorial
    rw [e, map_sub, map_smul, map_smul, functional_X_pow, functional_X_pow,
      show k + 1 + a = (k + a) + 1 by omega, Nat.factorial_succ, smul_eq_mul, smul_eq_mul]
    push_cast
    ring
```

**Q:** And the integration by parts?

**A:** It applies that lemma to `q * derivative p`; the equation `e` is the product rule written out above. Symmetry uses the identity twice, and orthogonality follows by cancelling the nonzero factor `μ - ν`.

```lean
/-- Integration by parts for the Laguerre operator: `I(q D p) = -I(X p' q')` for all
polynomials `p` and `q`. -/
theorem functional_mul_laguerreOp (a : ℕ) (p q : ℝ[X]) :
    laguerreFunctional a (q * laguerreOp a p) =
      -laguerreFunctional a (X * derivative p * derivative q) := by
  have h := functional_boundary a (q * derivative p)
  have e : X * derivative (q * derivative p) + (C ((a : ℝ) + 1) - X) * (q * derivative p) =
      q * laguerreOp a p + X * derivative p * derivative q := by
    rw [derivative_mul, laguerreOp]
    ring
  rw [e, map_add] at h
  linarith

/-- The Laguerre operator is symmetric under the functional: `I(q D p) = I(p D q)`. -/
theorem laguerreOp_symmetric (a : ℕ) (p q : ℝ[X]) :
    laguerreFunctional a (q * laguerreOp a p) =
      laguerreFunctional a (p * laguerreOp a q) := by
  rw [functional_mul_laguerreOp, functional_mul_laguerreOp, mul_right_comm]

/-- Eigenpolynomials of the Laguerre operator with different eigenvalues are orthogonal:
`I(p q) = 0`. -/
theorem orthogonal_of_eigenvalue_ne (a : ℕ) {p q : ℝ[X]} {μ ν : ℝ}
    (hp : laguerreOp a p = μ • p) (hq : laguerreOp a q = ν • q) (hne : μ ≠ ν) :
    laguerreFunctional a (p * q) = 0 := by
  have h := laguerreOp_symmetric a p q
  rw [hp, hq, mul_smul_comm, mul_smul_comm, map_smul, map_smul, mul_comm q p,
    smul_eq_mul, smul_eq_mul] at h
  have h0 : (μ - ν) * laguerreFunctional a (p * q) = 0 := by linarith
  exact (mul_eq_zero.mp h0).resolve_left (sub_ne_zero.mpr hne)
```

**Q:** Where could I go wrong with the degree version?

**A:** By claiming μ = −deg p for every solution of Dp = μp. The zero polynomial solves it for every μ, hence the hypothesis `p ≠ 0` in the eigenvalue theorem. Orthogonality by degree doesn't need it, since I(pq) = 0 is immediate when p or q is zero. The proof treats those cases first, then uses the eigenvalue theorem to turn different degrees into different eigenvalues.

```lean
/-- The coefficient of `X ^ n` in `D p` is `(n + 1)(n + a + 1) p_(n+1) - n p_n`, where `p_n` is
the coefficient of `X ^ n` in `p`. -/
theorem coeff_laguerreOp (a : ℕ) (p : ℝ[X]) (n : ℕ) :
    (laguerreOp a p).coeff n =
      ((n : ℝ) + 1) * ((n : ℝ) + a + 1) * p.coeff (n + 1) - n * p.coeff n := by
  rcases n with _ | n
  · simp only [laguerreOp, sub_mul, coeff_add, coeff_sub, coeff_C_mul, coeff_X_mul_zero,
      coeff_derivative]
    push_cast
    ring
  · simp only [laguerreOp, sub_mul, coeff_add, coeff_sub, coeff_C_mul, coeff_X_mul,
      coeff_derivative]
    push_cast
    ring

/-- The eigenvalue of a nonzero eigenpolynomial of the Laguerre operator is minus its degree. -/
theorem eigenvalue_eq_neg_natDegree (a : ℕ) {p : ℝ[X]} {μ : ℝ} (hp0 : p ≠ 0)
    (hp : laguerreOp a p = μ • p) : μ = -(p.natDegree : ℝ) := by
  -- compare the leading coefficients of the two sides
  have h := coeff_laguerreOp a p p.natDegree
  rw [hp, coeff_smul, smul_eq_mul,
    coeff_eq_zero_of_natDegree_lt (Nat.lt_succ_self p.natDegree)] at h
  have hl : p.coeff p.natDegree ≠ 0 := leadingCoeff_ne_zero.mpr hp0
  apply mul_right_cancel₀ hl
  linear_combination h

/-- Eigenpolynomials of the Laguerre operator of different degrees are orthogonal:
`I(p q) = 0`. -/
theorem orthogonal_of_natDegree_ne (a : ℕ) {p q : ℝ[X]} {μ ν : ℝ}
    (hp : laguerreOp a p = μ • p) (hq : laguerreOp a q = ν • q)
    (hdeg : p.natDegree ≠ q.natDegree) :
    laguerreFunctional a (p * q) = 0 := by
  by_cases hp0 : p = 0
  · rw [hp0, zero_mul, map_zero]
  by_cases hq0 : q = 0
  · rw [hq0, mul_zero, map_zero]
  refine orthogonal_of_eigenvalue_ne a hp hq fun h => hdeg ?_
  rw [eigenvalue_eq_neg_natDegree a hp0 hp, eigenvalue_eq_neg_natDegree a hq0 hq] at h
  exact_mod_cast neg_injective h
```

**Q:** The eigenpolynomials are assumed. Are there any?

**A:** Constants have eigenvalue 0, and degrees one and two are given explicitly for every a. They are monic: if the associated Laguerre polynomials L_n^(a) are normalised to leading coefficient (−1)^n/n!, they are −L_1^(a) and 2L_2^(a). Existence in every degree is not claimed.

```lean
/-- The polynomials `X - (a + 1)` and `X ^ 2 - 2 (a + 2) X + (a + 1)(a + 2)` are eigenpolynomials
of the Laguerre operator with eigenvalues `-1` and `-2`. -/
theorem eigenpolynomials_witness (a : ℕ) :
    laguerreOp a (X - C ((a : ℝ) + 1)) = (-1 : ℝ) • (X - C ((a : ℝ) + 1)) ∧
    laguerreOp a (X ^ 2 - C (2 * ((a : ℝ) + 2)) * X + C (((a : ℝ) + 1) * ((a : ℝ) + 2))) =
      (-2 : ℝ) •
        (X ^ 2 - C (2 * ((a : ℝ) + 2)) * X + C (((a : ℝ) + 1) * ((a : ℝ) + 2))) := by
  constructor
  · simp only [laguerreOp, smul_eq_C_mul, derivative_sub, derivative_C, derivative_X,
      derivative_one, sub_zero]
    simp only [map_add, map_neg, map_one, map_natCast]
    ring
  · simp only [laguerreOp, smul_eq_C_mul, pow_two, derivative_add, derivative_sub,
      derivative_mul, derivative_C, derivative_X, derivative_one, derivative_zero]
    simp only [map_add, map_mul, map_neg, map_one, map_ofNat, map_natCast]
    ring

end

end LaguerreOrthogonality
```

```lean
#print axioms LaguerreOrthogonality.functional_eq_integral
#print axioms LaguerreOrthogonality.orthogonal_of_eigenvalue_ne
#print axioms LaguerreOrthogonality.orthogonal_of_natDegree_ne
```

```
'LaguerreOrthogonality.functional_eq_integral' depends on axioms: [propext, Classical.choice, Quot.sound]
'LaguerreOrthogonality.orthogonal_of_eigenvalue_ne' depends on axioms: [propext, Classical.choice, Quot.sound]
'LaguerreOrthogonality.orthogonal_of_natDegree_ne' depends on axioms: [propext, Classical.choice, Quot.sound]
```

**Q:** So hydrogen's bound states are orthogonal?

**A:** That doesn't follow from this. The result fits the radial parts of Coulomb Sturmians, basis functions r^ℓ e^(−κr) p(2κr) used in atomic structure, when all share the same angular-momentum quantum number ℓ and the same exponent κ > 0; here r is the distance from the nucleus and p is an eigenpolynomial of D for a = 2ℓ+1. The substitution x = 2κr, which you must supply yourself, turns the integral of the product of two of them, with polynomials p and q and measure r dr, into a constant times I(pq). The ordinary overlap has the measure r² dr, and under it Sturmians whose degrees differ by one are not orthogonal. Hydrogen's radial functions with the same ℓ and different principal quantum numbers are orthogonal under r² dr, but κ differs between them, so this theorem doesn't show it.
